# The structure factor of finitely many charges on a line is bounded by $C|k|^m$ exactly when all moments below order $m$ vanish

How fast the structure factor of a set of charges dies out at long wavelength depends on its multipole moments, and a precise statement of this needs a decision about the wave number $k$: here it runs over all real numbers, not over the reciprocal lattice of a periodic cell. The charges are finite in number and sit on a line, so each position is a single real number. For charges in space, that number is the component of the position along a fixed direction of the wave vector.

## From vanishing moments to small-$k$ decay, and back

Let charges $q_i$ sit at positions $x_i$, and define

$$S(k)=\sum_i q_i e^{ikx_i},\qquad M_j=\sum_i q_i x_i^j .$$

For a natural number $m$, there is a constant $C$ with $|S(k)|\le C|k|^m$ for all real $k$ if and only if $M_j=0$ for every $j<m$. Zeroth powers equal 1, so $M_0$ is the total charge. For $m=0$ there is no condition on the moments, and $C=\sum_i|q_i|$ serves.

**The phase.** Write $R_m(z)=e^z-\sum_{j<m}z^j/j!$. Since

$$\frac{d}{ds}\frac{(zs)^{j+1}}{(j+1)!}=z\,\frac{(zs)^j}{j!}$$

and the constant Taylor term has derivative zero, $\frac{d}{ds}R_{m+1}(zs)=z\,R_m(zs)$. For real $y$ and $t\ge 0$ this gives

$$|R_m(iyt)|\le\frac{|y|^m t^m}{m!}$$

by induction on $m$. For $m=0$ the left side is $|e^{iyt}|=1$. For the next order, $R_{m+1}(0)=0$, so

$$|R_{m+1}(iyt)|=\left|\int_0^t iy\,R_m(iys)\,ds\right|\le\int_0^t|y|\frac{|y|^m s^m}{m!}\,ds=\frac{|y|^{m+1}t^{m+1}}{(m+1)!}.$$

At $t=1$ the bound is $|R_m(iy)|\le|y|^m/m!$.

**The sum over charges.** Put $y=kx_i$, multiply by $q_i$ and add:

$$S(k)-\sum_{j<m}\frac{(ik)^j}{j!}M_j=\sum_i q_iR_m(ikx_i).$$

The modulus of the right side is at most $A_m|k|^m$, where $A_m=\sum_i|q_i||x_i|^m/m!$. If all $M_j$ with $j<m$ vanish, then $|S(k)|\le A_m|k|^m$, which is one direction of the equivalence.

**The leading coefficient.** Under the same assumption, the expansion cut off before order $m+1$ contains only the term of order $m$. Dividing by $k^m$ for $k\ne0$,

$$\left|\frac{S(k)}{k^m}-\frac{i^m}{m!}M_m\right|\le A_{m+1}|k|\to0 .$$

**The converse.** Suppose $|S(k)|\le C|k|^m$. Take $j<m$ and assume that all moments below order $j$ are already known to vanish. Then $S(k)/k^j$ tends to $i^jM_j/j!$. The assumed bound also gives $|S(k)/k^j|\le C|k|^{m-j}\to0$. Limits are unique and $i^j/j!\neq0$, so $M_j=0$. Strong induction covers every $j<m$.

**Three dimensions and the dipole.** Let charges $q_i$ of zero total sit at vectors $\mathbf r_i$ with dipole moment $\mathbf D=\sum_iq_i\mathbf r_i$, and let $\mathbf G=t\mathbf n$ with $\mathbf n$ a unit vector. The phases are $t\,\mathbf n\cdot\mathbf r_i$, so this is the line problem with $x_i=\mathbf n\cdot\mathbf r_i$, $M_0=0$ and $M_1=\mathbf n\cdot\mathbf D$. The leading coefficient for $m=1$ gives $S/t\to i\,\mathbf n\cdot\mathbf D$, hence

$$\frac{|S(\mathbf G)|^2}{|\mathbf G|^2}\to(\mathbf n\cdot\mathbf D)^2 .$$

This quotient appears in the reciprocal-space part of an Ewald sum. For a finite set of classical point charges with a nonzero dipole, its limit depends on the direction of approach, so it singles out no value for the $\mathbf G=0$ term.

## The formal development

```lean
import Mathlib

open Filter Topology

namespace StructureFactorMoments

noncomputable section
```

The first definition is $R_m$, for a complex argument. `Finset.range m` holds the indices $0,\dots,m-1$.

```lean
/-- The exponential minus its Taylor polynomial containing the powers below `m`. -/
def phaseRemainder (m : ℕ) (z : ℂ) : ℂ :=
  Complex.exp z - ∑ j ∈ Finset.range m, z ^ j / (j.factorial : ℂ)
```

Charges and positions are real functions `q` and `x` on a finite index type `ι`. Two charges may share a position, and the set may be empty. The name `structureFactor` means the charge-weighted amplitude, not the averaged squared modulus that carries this name in the theory of liquids.

```lean
/-- The structure factor `S(k) = ∑ q_i exp(i k x_i)` of charges `q_i` at positions `x_i`. -/
def structureFactor {ι : Type*} [Fintype ι] (q x : ι → ℝ) (k : ℝ) : ℂ :=
  ∑ i, (q i : ℂ) * Complex.exp (Complex.I * ((k * x i : ℝ) : ℂ))
```

The moments are plain power sums about the origin, without the traceless combinations used for multipoles in three dimensions.

```lean
/-- The `j`-th moment `∑ q_i x_i^j` of the charge distribution. -/
def moment {ι : Type*} [Fintype ι] (q x : ι → ℝ) (j : ℕ) : ℝ :=
  ∑ i, q i * x i ^ j
```

The derivative rule comes next. In its proof, `hterm` differentiates one Taylor term, and `Finset.sum_range_succ'` splits off the constant term, leaving `m` terms of the form that `hterm` differentiates.

```lean
/-- Along `w ↦ z w`, the derivative of the remainder of order `m + 1` is `z` times the
remainder of order `m`. -/
theorem hasDerivAt_phaseRemainder (m : ℕ) (z w : ℂ) :
    HasDerivAt (fun s : ℂ => phaseRemainder (m + 1) (z * s))
      (z * phaseRemainder m (z * w)) w := by
  have hlin : HasDerivAt (fun s : ℂ => z * s) z w :=
    ((hasDerivAt_id w).const_mul z).congr_deriv (mul_one z)
  -- each Taylor term after the constant one differentiates to `z` times the preceding term
  have hterm : ∀ j : ℕ, HasDerivAt
      (fun s : ℂ => (z * s) ^ (j + 1) / ((j + 1).factorial : ℂ))
      (z * ((z * w) ^ j / (j.factorial : ℂ))) w := by
    intro j
    have hj : (j : ℂ) + 1 ≠ 0 := Nat.cast_add_one_ne_zero j
    refine ((hlin.fun_pow (j + 1)).div_const _).congr_deriv ?_
    simp only [add_tsub_cancel_right, Nat.factorial_succ, Nat.cast_mul, Nat.cast_add,
      Nat.cast_one]
    rw [mul_assoc, mul_div_mul_left _ _ hj]
    ring
  have hs := HasDerivAt.fun_sum (u := Finset.range m) (fun j _ => hterm j)
  simp only [phaseRemainder, Finset.sum_range_succ', pow_zero, Nat.factorial_zero,
    Nat.cast_one, div_one]
  refine (hlin.cexp.fun_sub (hs.add_const 1)).congr_deriv ?_
  rw [← Finset.mul_sum]
  ring
```

The phase bound is proved along the parameter $t$, as in the derivation. The auxiliary statement `H` is the inequality for all $t\ge0$, and the induction on `m` takes place inside it. Where the derivation integrates, Lean uses a comparison theorem: if a function starts below a bound in norm, and the norm of its derivative stays below the derivative of that bound, then it remains below. The facts `hd` and `hB` supply the two derivatives, `h0` the starting values and `hb` the comparison, which uses the induction hypothesis.

```lean
/-- For a real phase `y`, the Taylor remainder of `exp(i y)` is at most `|y|^m / m!`. -/
theorem norm_phaseRemainder_le (m : ℕ) (y : ℝ) :
    ‖phaseRemainder m (Complex.I * (y : ℂ))‖ ≤ |y| ^ m / (m.factorial : ℝ) := by
  -- follow the phase from 0 to y along a parameter t
  have H : ∀ t : ℝ, 0 ≤ t → ‖phaseRemainder m (Complex.I * (y : ℂ) * (t : ℂ))‖
      ≤ |y| ^ m * t ^ m / (m.factorial : ℝ) := by
    induction m with
    | zero =>
      intro t _
      have h1 : ‖Complex.exp (Complex.I * (y : ℂ) * (t : ℂ))‖ = 1 := by
        rw [show Complex.I * (y : ℂ) * (t : ℂ) = ((y * t : ℝ) : ℂ) * Complex.I by
          push_cast; ring]
        exact Complex.norm_exp_ofReal_mul_I _
      simp only [phaseRemainder, Finset.range_zero, Finset.sum_empty, sub_zero, h1]
      simp
    | succ m ih =>
      intro t ht
      have hd : ∀ s : ℝ, HasDerivAt
          (fun s : ℝ => phaseRemainder (m + 1) (Complex.I * (y : ℂ) * (s : ℂ)))
          (Complex.I * (y : ℂ) * phaseRemainder m (Complex.I * (y : ℂ) * (s : ℂ))) s :=
        fun s => (hasDerivAt_phaseRemainder m (Complex.I * (y : ℂ)) (s : ℂ)).comp_ofReal
      have hB : ∀ s : ℝ, HasDerivAt
          (fun s : ℝ => |y| ^ (m + 1) * s ^ (m + 1) / ((m + 1).factorial : ℝ))
          (|y| * (|y| ^ m * s ^ m / (m.factorial : ℝ))) s := by
        intro s
        have hm : (m : ℝ) + 1 ≠ 0 := Nat.cast_add_one_ne_zero m
        refine (((hasDerivAt_pow (m + 1) s).const_mul _).div_const _).congr_deriv ?_
        simp only [add_tsub_cancel_right, Nat.factorial_succ, Nat.cast_mul, Nat.cast_add,
          Nat.cast_one]
        rw [show |y| ^ (m + 1) * (((m : ℝ) + 1) * s ^ m)
          = ((m : ℝ) + 1) * (|y| * (|y| ^ m * s ^ m)) by ring, mul_div_mul_left _ _ hm]
        ring
      have h0 : ‖phaseRemainder (m + 1) (Complex.I * (y : ℂ) * ((0 : ℝ) : ℂ))‖
          ≤ |y| ^ (m + 1) * (0 : ℝ) ^ (m + 1) / ((m + 1).factorial : ℝ) := by
        simp [phaseRemainder, Finset.sum_range_succ']
      have hb : ∀ s ∈ Set.Ico (0 : ℝ) t,
          ‖Complex.I * (y : ℂ) * phaseRemainder m (Complex.I * (y : ℂ) * (s : ℂ))‖
          ≤ |y| * (|y| ^ m * s ^ m / (m.factorial : ℝ)) := by
        intro s hs
        rw [norm_mul, norm_mul, Complex.norm_I, one_mul, Complex.norm_real,
          Real.norm_eq_abs]
        exact mul_le_mul_of_nonneg_left (ih s hs.1) (abs_nonneg y)
      exact image_norm_le_of_norm_deriv_right_le_deriv_boundary
        (fun s _ => (hd s).continuousAt.continuousWithinAt)
        (fun s _ => (hd s).hasDerivWithinAt) h0 hB hb ⟨ht, le_refl t⟩
  simpa using H 1 zero_le_one
```

The multipole expansion holds at every real $k$, with the explicit constant $A_m$. The step `hsplit` exchanges the sums over charges and orders to write the error as $\sum_iq_iR_m(ikx_i)$. The triangle inequality and the phase bound then finish the estimate.

```lean
variable {ι : Type*} [Fintype ι]

/-- Multipole expansion of the structure factor: cutting it off before order `m` costs at
most `(∑ |q_i| |x_i|^m / m!) |k|^m`, at every real `k`. -/
theorem multipole_expansion (q x : ι → ℝ) (m : ℕ) (k : ℝ) :
    ‖structureFactor q x k - ∑ j ∈ Finset.range m,
        (Complex.I * (k : ℂ)) ^ j / (j.factorial : ℂ) * (moment q x j : ℂ)‖
      ≤ (∑ i, |q i| * |x i| ^ m / (m.factorial : ℝ)) * |k| ^ m := by
  have hsplit : structureFactor q x k - ∑ j ∈ Finset.range m,
        (Complex.I * (k : ℂ)) ^ j / (j.factorial : ℂ) * (moment q x j : ℂ)
      = ∑ i, (q i : ℂ) * phaseRemainder m (Complex.I * ((k * x i : ℝ) : ℂ)) := by
    simp only [structureFactor, moment, phaseRemainder, mul_sub, Finset.sum_sub_distrib]
    congr 1
    push_cast
    simp only [Finset.mul_sum]
    rw [Finset.sum_comm]
    refine Finset.sum_congr rfl fun i _ => Finset.sum_congr rfl fun j _ => ?_
    ring
  rw [hsplit, Finset.sum_mul]
  refine (norm_sum_le _ _).trans (Finset.sum_le_sum fun i _ => ?_)
  rw [norm_mul, Complex.norm_real, Real.norm_eq_abs]
  calc |q i| * ‖phaseRemainder m (Complex.I * ((k * x i : ℝ) : ℂ))‖
      ≤ |q i| * (|k * x i| ^ m / (m.factorial : ℝ)) :=
        mul_le_mul_of_nonneg_left (norm_phaseRemainder_le m _) (abs_nonneg _)
    _ = |q i| * |x i| ^ m / (m.factorial : ℝ) * |k| ^ m := by
        rw [abs_mul, mul_pow]; ring
```

In the statement on the leading coefficient, `𝓝[≠] 0` means that $k$ approaches zero without being zero. The proof applies the expansion at order `m + 1`, removes the vanishing terms, and squeezes the distance to the limit between zero and $A_{m+1}|k|$.

```lean
/-- If all moments below order `m` vanish, then `S(k) / k^m` tends to `i^m M_m / m!` as
`k → 0`, where `M_m` is the `m`-th moment. -/
theorem tendsto_leading_moment (q x : ι → ℝ) (m : ℕ) (h : ∀ j < m, moment q x j = 0) :
    Tendsto (fun k : ℝ => structureFactor q x k / (k : ℂ) ^ m) (𝓝[≠] 0)
      (𝓝 (Complex.I ^ m / (m.factorial : ℂ) * (moment q x m : ℂ))) := by
  rw [tendsto_iff_norm_sub_tendsto_zero]
  have hlim : Tendsto (fun k : ℝ =>
      (∑ i, |q i| * |x i| ^ (m + 1) / ((m + 1).factorial : ℝ)) * |k|) (𝓝[≠] 0) (𝓝 0) := by
    have hc : Continuous (fun k : ℝ =>
        (∑ i, |q i| * |x i| ^ (m + 1) / ((m + 1).factorial : ℝ)) * |k|) :=
      continuous_const.mul continuous_abs
    have h0 := hc.tendsto 0
    simp only [abs_zero, mul_zero] at h0
    exact h0.mono_left nhdsWithin_le_nhds
  refine squeeze_zero' (Eventually.of_forall fun k => norm_nonneg _) ?_ hlim
  filter_upwards [self_mem_nhdsWithin] with k hk
  have hk0 : k ≠ 0 := hk
  have hkm : (k : ℂ) ^ m ≠ 0 := pow_ne_zero _ (Complex.ofReal_ne_zero.mpr hk0)
  -- only the term of order m survives in the expansion
  have hexp := multipole_expansion q x (m + 1) k
  rw [Finset.sum_range_succ, Finset.sum_eq_zero (fun j hj => by
    rw [h j (Finset.mem_range.mp hj), Complex.ofReal_zero, mul_zero]), zero_add] at hexp
  have heq : structureFactor q x k / (k : ℂ) ^ m
        - Complex.I ^ m / (m.factorial : ℂ) * (moment q x m : ℂ)
      = (structureFactor q x k
        - (Complex.I * (k : ℂ)) ^ m / (m.factorial : ℂ) * (moment q x m : ℂ))
        / (k : ℂ) ^ m := by
    rw [eq_div_iff hkm, sub_mul, div_mul_cancel₀ _ hkm, mul_pow]
    ring
  rw [heq, norm_div, norm_pow, Complex.norm_real, Real.norm_eq_abs,
    div_le_iff₀ (pow_pos (abs_pos.mpr hk0) m)]
  exact hexp.trans_eq (by ring)
```

The main theorem reads: some real `C` satisfies $|S(k)|\le C|k|^m$ for all real $k$, if and only if `moment q x j = 0` for all `j < m`. In the forward direction, `hlead` is the limit given by the moments and `hzero` the limit forced by the bound; `tendsto_nhds_unique` equates them. The backward direction supplies $A_m$ as the constant.

```lean
/-- The structure factor is bounded by a constant times `|k|^m` for all real `k` if and only
if every moment of the charges below order `m` vanishes. -/
theorem structureFactor_bound_iff (q x : ι → ℝ) (m : ℕ) :
    (∃ C : ℝ, ∀ k : ℝ, ‖structureFactor q x k‖ ≤ C * |k| ^ m)
      ↔ ∀ j < m, moment q x j = 0 := by
  constructor
  · rintro ⟨C, hC⟩ j
    induction j using Nat.strong_induction_on with
    | _ j ih =>
      intro hj
      have hlead := tendsto_leading_moment q x j (fun l hl => ih l hl (hl.trans hj))
      -- the assumed bound forces the same quotient to tend to zero as k → 0
      have hlim : Tendsto (fun k : ℝ => C * |k| ^ (m - j)) (𝓝[≠] 0) (𝓝 0) := by
        have hc : Continuous (fun k : ℝ => C * |k| ^ (m - j)) :=
          continuous_const.mul (continuous_abs.pow _)
        have h0 := hc.tendsto 0
        have hmj : m - j ≠ 0 := by omega
        simp only [abs_zero, zero_pow hmj, mul_zero] at h0
        exact h0.mono_left nhdsWithin_le_nhds
      have hzero : Tendsto (fun k : ℝ => structureFactor q x k / (k : ℂ) ^ j)
          (𝓝[≠] 0) (𝓝 0) := by
        refine squeeze_zero_norm' ?_ hlim
        filter_upwards [self_mem_nhdsWithin] with k hk
        have hk0 : k ≠ 0 := hk
        rw [norm_div, norm_pow, Complex.norm_real, Real.norm_eq_abs,
          div_le_iff₀ (pow_pos (abs_pos.mpr hk0) j), mul_assoc, ← pow_add,
          Nat.sub_add_cancel hj.le]
        exact hC k
      have hne : Complex.I ^ j / (j.factorial : ℂ) ≠ 0 :=
        div_ne_zero (pow_ne_zero _ Complex.I_ne_zero)
          (Nat.cast_ne_zero.mpr j.factorial_ne_zero)
      have hprod := tendsto_nhds_unique hlead hzero
      exact Complex.ofReal_eq_zero.mp ((mul_eq_zero.mp hprod).resolve_left hne)
  · intro h
    refine ⟨∑ i, |q i| * |x i| ^ m / (m.factorial : ℝ), fun k => ?_⟩
    have hexp := multipole_expansion q x m k
    rwa [Finset.sum_eq_zero (fun j hj => by
      rw [h j (Finset.mem_range.mp hj), Complex.ofReal_zero, mul_zero]), sub_zero] at hexp
```

The last theorem places the charges in any real inner product space `E`, with ordinary space as the case of interest. The hypothesis `hn` makes `n` a unit vector. The hypothesis `hq` is charge neutrality, the condition under which a periodic array of charges can have a finite Coulomb energy per cell without a compensating background. If the total charge $Q$ were nonzero, the quotient would grow like $Q^2/t^2$. The proof applies the leading-coefficient theorem with `m = 1` to the projected positions, identifies the first moment with the projected dipole in `hM`, and squares the norm of the limit.

The step from here to a crystal is the passage from continuous $\mathbf G$ to the discrete reciprocal lattice. There, moving a charge by a lattice vector leaves every $S(\mathbf G)$ unchanged but can change $\mathbf D$, so the values of $S$ on the reciprocal lattice do not determine the limit. Relating the limit to the energy of a macroscopic sample takes a further argument about its surface, shape and surroundings.

```lean
/-- For charges of zero total, `|S(G)|² / |G|²` tends to the squared component of the dipole
moment along the unit vector `n` when `G = t n` goes to zero. -/
theorem tendsto_ewald_zero_term {E : Type*} [NormedAddCommGroup E] [InnerProductSpace ℝ E]
    (q : ι → ℝ) (r : ι → E) (n : E) (hn : ‖n‖ = 1) (hq : ∑ i, q i = 0) :
    Tendsto (fun t : ℝ =>
        ‖∑ i, (q i : ℂ) * Complex.exp (Complex.I * ((inner ℝ (t • n) (r i) : ℝ) : ℂ))‖ ^ 2
          / ‖t • n‖ ^ 2)
      (𝓝[≠] 0) (𝓝 ((inner ℝ n (∑ i, q i • r i)) ^ 2)) := by
  have hlead := tendsto_leading_moment q (fun i => inner ℝ n (r i)) 1 (by
    intro j hj
    obtain rfl : j = 0 := by omega
    simpa [moment] using hq)
  -- the first moment along n is the projected dipole
  have hM : moment q (fun i => inner ℝ n (r i)) 1 = inner ℝ n (∑ i, q i • r i) := by
    simp only [moment, pow_one, inner_sum, real_inner_smul_right]
  have hsq := hlead.norm.pow 2
  rw [hM] at hsq
  simp only [pow_one, Nat.factorial_one, Nat.cast_one, div_one, norm_mul, Complex.norm_I,
    one_mul, Complex.norm_real, Real.norm_eq_abs, sq_abs] at hsq
  refine hsq.congr fun t => ?_
  simp only [structureFactor, real_inner_smul_left, norm_smul, hn, mul_one, norm_div,
    Complex.norm_real, div_pow]

end

end StructureFactorMoments
```

```lean
#print axioms StructureFactorMoments.structureFactor_bound_iff
#print axioms StructureFactorMoments.tendsto_ewald_zero_term
```

```
'StructureFactorMoments.structureFactor_bound_iff' depends on axioms: [propext, Classical.choice, Quot.sound]
'StructureFactorMoments.tendsto_ewald_zero_term' depends on axioms: [propext, Classical.choice, Quot.sound]
```
